# Central-difference weights for the second derivative, exact for polynomials up to degree 2r+1

One way to obtain a kinetic energy from a wavefunction sampled on a uniform grid is to build a second derivative from the grid values. A claim that such a formula is exact must say for which functions. Here they are real polynomials in one variable, differentiated algebraically. The formula uses r neighbours on each side, at spacing h. Some real-space electronic-structure codes apply stencils of this kind along each axis; the theorems concern one axis and polynomial input. For a wavefunction that is not a polynomial, an error bound can be obtained from a Taylor expansion with a bound on its remainder, if the function is smooth enough; that step is not supplied here.

## The weights and the stencil

```lean
import Mathlib

open Polynomial
open scoped Nat

namespace LaplacianWeights

noncomputable section

/-- The central-difference weight `c_m` of the stencil with `r` points on each side,
for `1 ≤ m ≤ r`. -/
def weight (r m : ℕ) : ℝ :=
  2 * (-1) ^ (m + 1) * (r ! : ℝ) ^ 2 / ((m : ℝ) ^ 2 * ((r - m)! : ℝ) * ((r + m)! : ℝ))
```

`weight r m` is the coefficient

c_m = 2 (-1)^(m+1) (r!)² / (m² (r-m)! (r+m)!),  1 ≤ m ≤ r.

The notation `(m : ℝ)` means the integer m regarded as a real number.

```lean
/-- The symmetric second-difference stencil with weights `w`, reach `r` and grid spacing
`h ≠ 0`, applied to `f` at the point `x`. -/
def stencil (w : ℕ → ℝ) (r : ℕ) (h : ℝ) (f : ℝ → ℝ) (x : ℝ) : ℝ :=
  ∑ m ∈ Finset.Icc 1 r, w m * (f (x + m * h) - 2 * f x + f (x - m * h)) / h ^ 2
```

For any weights w and any function f, `stencil w r h f x` is

Σ_{m=1..r} w_m (f(x+mh) - 2f(x) + f(x-mh)) / h².

`Finset.Icc 1 r` is the set of integers from 1 to r. Textbook tables also list a central coefficient; here it is implicit and equals -2 Σ w_m, before division by h².

## Alternating sums of inverse factorials

```lean
/-- The alternating sum of `m ^ (2 j) / ((r - m)! (r + m)!)` over `m = 1, …, r`. -/
def altSum (r j : ℕ) : ℝ :=
  ∑ m ∈ Finset.Icc 1 r, (-1) ^ m * (m : ℝ) ^ (2 * j) / (((r - m)! : ℝ) * ((r + m)! : ℝ))
```

Write A(r,j) for `altSum r j`:

A(r,j) = Σ_{m=1..r} (-1)^m m^(2j) / ((r-m)! (r+m)!).

These sums are what remains of the moments of c_m once m² has cancelled.

```lean
lemma fact_ne (n : ℕ) : (n ! : ℝ) ≠ 0 := by
  exact_mod_cast n.factorial_ne_zero
```

No factorial is zero as a real number, so denominators may be cleared.

```lean
/-- For `r ≥ 1` and `M ≤ r`, the alternating sum with `j = 0`, cut off at `M`, has a
closed form. -/
theorem partial_altSum {r : ℕ} (hr : 1 ≤ r) (M : ℕ) (hM : M ≤ r) :
    ∑ m ∈ Finset.Icc 1 M, (-1 : ℝ) ^ m / (((r - m)! : ℝ) * ((r + m)! : ℝ)) =
      (-1) ^ M * ((r : ℝ) - M) / (2 * r * (((r - M)! : ℝ) * ((r + M)! : ℝ)))
        - 1 / (2 * (r ! : ℝ) ^ 2) := by
  induction M with
  | zero =>
    have h0 : (r : ℝ) ≠ 0 := by exact_mod_cast (by omega : r ≠ 0)
    have h1 := fact_ne r
    rw [Finset.Icc_eq_empty (by norm_num), Finset.sum_empty]
    simp only [Nat.sub_zero, add_zero, pow_zero, Nat.cast_zero, sub_zero]
    symm
    rw [sub_eq_zero]
    field_simp
  | succ M ih =>
    obtain ⟨d, rfl⟩ := Nat.exists_eq_add_of_le hM
    have h1 := fact_ne d
    have h2 := fact_ne (M + 1 + d + M)
    have h3 := fact_ne (M + 1 + d)
    have h4 : (M : ℝ) + 1 + d ≠ 0 := by positivity
    have h5 : (M : ℝ) + 1 + d + M + 1 ≠ 0 := by positivity
    have h6 : (d : ℝ) + 1 ≠ 0 := by positivity
    rw [Finset.sum_Icc_succ_top (show 1 ≤ M + 1 by omega), ih (by omega),
      show M + 1 + d - M = d + 1 by omega, show M + 1 + d - (M + 1) = d by omega,
      show M + 1 + d + (M + 1) = (M + 1 + d + M) + 1 by omega,
      Nat.factorial_succ d, Nat.factorial_succ (M + 1 + d + M), pow_succ]
    push_cast
    field_simp
    ring
```

This is A(r,0) stopped at m = M. Put

T_M = (-1)^M (r-M) / (2r (r-M)! (r+M)!).

The claim is that the partial sum equals T_M - 1/(2(r!)²). At M = 0 both sides vanish. For M < r, a common denominator gives

T_(M+1) - T_M = (-1)^(M+1) [(r-M-1) + (r+M+1)] / (2r (r-M-1)! (r+M+1)!)
= (-1)^(M+1) / ((r-M-1)! (r+M+1)!),

which is exactly the next term of the sum. Lean's `induction M` has the same two cases; `field_simp` clears the denominators and `ring` checks the remaining algebra.

```lean
/-- For `r ≥ 1` the alternating sum with `j = 0` equals `-1 / (2 (r!)²)`. -/
theorem altSum_zero {r : ℕ} (hr : 1 ≤ r) : altSum r 0 = -1 / (2 * (r ! : ℝ) ^ 2) := by
  have h := partial_altSum hr r le_rfl
  rw [sub_self (r : ℝ), mul_zero, zero_div, zero_sub] at h
  simp only [altSum, mul_zero, pow_zero, mul_one]
  rw [h]
  ring
```

At M = r the factor r-M removes T_M, leaving

A(r,0) = -1/(2(r!)²).

```lean
/-- A recursion linking the alternating sums of stencils of reach `r + 1` and `r`. -/
theorem altSum_succ (r j : ℕ) :
    altSum (r + 1) (j + 1) = ((r : ℝ) + 1) ^ 2 * altSum (r + 1) j - altSum r j := by
  -- termwise, (r+1)² - m² = (r+1-m)(r+1+m) lowers both factorials
  have key : ∀ m ∈ Finset.Icc 1 r,
      (-1) ^ m * (m : ℝ) ^ (2 * (j + 1)) / (((r + 1 - m)! : ℝ) * ((r + 1 + m)! : ℝ)) =
      ((r : ℝ) + 1) ^ 2 *
        ((-1) ^ m * (m : ℝ) ^ (2 * j) / (((r + 1 - m)! : ℝ) * ((r + 1 + m)! : ℝ)))
      - (-1) ^ m * (m : ℝ) ^ (2 * j) / (((r - m)! : ℝ) * ((r + m)! : ℝ)) := by
    intro m hm
    obtain ⟨d, rfl⟩ := Nat.exists_eq_add_of_le (Finset.mem_Icc.1 hm).2
    have h1 := fact_ne d
    have h2 := fact_ne (m + d + m)
    have h3 : (d : ℝ) + 1 ≠ 0 := by positivity
    have h4 : (m : ℝ) + d + m + 1 ≠ 0 := by positivity
    rw [show m + d + 1 - m = d + 1 by omega, show m + d - m = d by omega,
      show m + d + 1 + m = (m + d + m) + 1 by omega,
      Nat.factorial_succ d, Nat.factorial_succ (m + d + m),
      show 2 * (j + 1) = 2 * j + 2 by ring, pow_add (m : ℝ)]
    push_cast
    field_simp
    ring
  unfold altSum
  rw [Finset.sum_Icc_succ_top (show 1 ≤ r + 1 by omega),
    Finset.sum_Icc_succ_top (show 1 ≤ r + 1 by omega),
    Finset.sum_congr rfl key, Finset.sum_sub_distrib, ← Finset.mul_sum]
  push_cast
  ring
```

The recursion reads

A(r+1,j+1) = (r+1)² A(r+1,j) - A(r,j).

For m ≤ r, write m² = (r+1)² - (r+1-m)(r+1+m). The product lowers both factorials in the denominator by one step, producing the term of A(r,j); this is `key`. For m = r+1, m² is simply (r+1)², so that term enters only the first sum.

```lean
/-- The alternating sums vanish for `0 < j < r`. -/
theorem altSum_mid (j : ℕ) : ∀ r : ℕ, 1 ≤ j → j < r → altSum r j = 0 := by
  induction j with
  | zero => intro r h; omega
  | succ j ih =>
    intro r _ hjr
    obtain ⟨s, rfl⟩ : ∃ s, r = s + 1 := ⟨r - 1, by omega⟩
    rw [altSum_succ]
    rcases Nat.eq_zero_or_pos j with rfl | hj
    · have h1 := fact_ne s
      have h2 : (s : ℝ) + 1 ≠ 0 := by positivity
      rw [altSum_zero (by omega), altSum_zero (by omega), Nat.factorial_succ]
      push_cast
      field_simp
      ring
    · rw [ih (s + 1) hj (by omega), ih s hj (by omega)]
      ring
```

For 0 < j < r, A(r,j) = 0. When j = 1, the recursion and the value of A(r,0) give

A(r,1) = -r²/(2(r!)²) + 1/(2((r-1)!)²) = 0.

For larger j, the recursion expresses A(r,j) through A(r,j-1) and A(r-1,j-1), both already zero. The induction is on j, for all r at once, because r changes along the way.

```lean
/-- For `r ≥ 1` the alternating sum with `j = r` equals `(-1)^r / 2`. -/
theorem altSum_top {r : ℕ} (hr : 1 ≤ r) : altSum r r = (-1) ^ r / 2 := by
  induction r, hr using Nat.le_induction with
  | base => norm_num [altSum, Nat.factorial]
  | succ r hr ih =>
    rw [altSum_succ, altSum_mid r (r + 1) hr (by omega), ih]
    ring
```

Direct evaluation gives A(1,1) = -1/2. In the recursion for A(r+1,r+1), the term A(r+1,r) vanishes by the previous result, so A(r+1,r+1) = -A(r,r). Hence A(r,r) = (-1)^r/2.

## From moments to the second derivative

```lean
/-- The even moments of the weights, from the second upwards, are multiples of the
alternating sums. -/
theorem weight_moment (r j : ℕ) :
    ∑ m ∈ Finset.Icc 1 r, weight r m * (m : ℝ) ^ (2 * j + 2) =
      -2 * (r ! : ℝ) ^ 2 * altSum r j := by
  unfold altSum
  rw [Finset.mul_sum]
  refine Finset.sum_congr rfl fun m hm => ?_
  have h0 : (m : ℝ) ≠ 0 := by
    have := (Finset.mem_Icc.1 hm).1
    exact_mod_cast (by omega : m ≠ 0)
  have h1 := fact_ne (r - m)
  have h2 := fact_ne (r + m)
  rw [weight, pow_add (m : ℝ), pow_succ (-1 : ℝ)]
  field_simp
```

Inserting c_m and cancelling m² gives

Σ_{m=1..r} c_m m^(2j+2) = -2(r!)² A(r,j).

For r ≥ 1 this moment is therefore 1 at j = 0, zero for 0 < j < r, and (-1)^(r+1) (r!)² at j = r.

```lean
lemma even_part (a : ℕ → ℝ) (y : ℝ) (n : ℕ) :
    ∑ k ∈ Finset.range (2 * n + 1), a k * y ^ k
      + ∑ k ∈ Finset.range (2 * n + 1), a k * (-y) ^ k - 2 * a 0 =
      2 * ∑ j ∈ Finset.range n, a (2 * j + 2) * y ^ (2 * j + 2) := by
  induction n with
  | zero => simp; ring
  | succ n ih =>
    have e1 : (-y) ^ (2 * n + 1) = -y ^ (2 * n + 1) := Odd.neg_pow ⟨n, rfl⟩ y
    have e2 : (-y) ^ (2 * n + 2) = y ^ (2 * n + 2) := Even.neg_pow ⟨n + 1, by ring⟩ y
    rw [show 2 * (n + 1) + 1 = 2 * n + 1 + 1 + 1 by ring]
    simp only [Finset.sum_range_succ _ (2 * n + 1 + 1), Finset.sum_range_succ _ (2 * n + 1),
      Finset.sum_range_succ _ n, e1, e2]
    linarith
```

For coefficients a_k, adding Σ a_k y^k and Σ a_k (-y)^k over k = 0,…,2n cancels the odd powers. Subtracting 2a_0 leaves

2 Σ_{j=0..n-1} a_(2j+2) y^(2j+2).

```lean
/-- For `r ≥ 1`, `h ≠ 0` and a real polynomial of degree at most `2r + 2`, the stencil gives
the second derivative plus an explicit error proportional to `h^(2r)` and to the coefficient
of `X^(2r+2)`. -/
theorem stencil_error {r : ℕ} (hr : 1 ≤ r) {h : ℝ} (hh : h ≠ 0) (p : ℝ[X])
    (hp : p.natDegree ≤ 2 * r + 2) (x : ℝ) :
    stencil (weight r) r h (fun y => p.eval y) x = (derivative (derivative p)).eval x
      + 2 * (-1) ^ (r + 1) * (r ! : ℝ) ^ 2 * h ^ (2 * r) * p.coeff (2 * r + 2) := by
  -- q is p expanded about x
  obtain ⟨q, hq⟩ : ∃ q : ℝ[X], q = p.comp (X + C x) := ⟨_, rfl⟩
  have hdeg : q.natDegree = p.natDegree := by
    rw [hq, natDegree_comp, natDegree_X_add_C, mul_one]
  have hev : ∀ y, p.eval (x + y) =
      ∑ k ∈ Finset.range (2 * (r + 1) + 1), q.coeff k * y ^ k := by
    intro y
    rw [← eval_eq_sum_range' (by omega) y, hq]
    simp [eval_comp, add_comm]
  have hq0 : p.eval x = q.coeff 0 := by
    rw [coeff_zero_eq_eval_zero, hq]
    simp [eval_comp]
  have hq2 : (derivative (derivative p)).eval x = 2 * q.coeff 2 := by
    have e : derivative (derivative q) = (derivative (derivative p)).comp (X + C x) := by
      simp [hq, derivative_comp]
    have e0 := congrArg (fun s : ℝ[X] => s.coeff 0) e
    simp only [coeff_derivative] at e0
    rw [coeff_zero_eq_eval_zero, eval_comp] at e0
    norm_num at e0
    linarith
  have htop : q.coeff (2 * r + 2) = p.coeff (2 * r + 2) := by
    rcases hp.lt_or_eq with hlt | heq
    · rw [coeff_eq_zero_of_natDegree_lt (by omega), coeff_eq_zero_of_natDegree_lt hlt]
    · have e := leadingCoeff_comp (p := p) (q := X + C x)
        (by rw [natDegree_X_add_C]; norm_num)
      rw [← hq, leadingCoeff_X_add_C, one_pow, mul_one] at e
      simpa only [leadingCoeff, hdeg, heq] using e
  -- odd powers cancel in each symmetric difference
  have hterm : ∀ m ∈ Finset.Icc 1 r,
      weight r m * (p.eval (x + m * h) - 2 * p.eval x + p.eval (x - m * h)) / h ^ 2 =
      ∑ j ∈ Finset.range (r + 1),
        2 * q.coeff (2 * j + 2) * h ^ (2 * j) * (weight r m * (m : ℝ) ^ (2 * j + 2)) := by
    intro m _
    have e := even_part q.coeff (m * h) (r + 1)
    rw [← hev, ← hev, ← hq0] at e
    have e' : p.eval (x + m * h) - 2 * p.eval x + p.eval (x - m * h) =
        2 * ∑ j ∈ Finset.range (r + 1), q.coeff (2 * j + 2) * (m * h) ^ (2 * j + 2) := by
      rw [sub_eq_add_neg x (m * h)]
      linarith
    rw [e', Finset.mul_sum, Finset.mul_sum, Finset.sum_div]
    refine Finset.sum_congr rfl fun j _ => ?_
    rw [div_eq_iff (pow_ne_zero 2 hh)]
    ring
  have c : -2 * (r ! : ℝ) ^ 2 * (-1 / (2 * (r ! : ℝ) ^ 2)) = 1 := by
    have := fact_ne r
    field_simp
  simp only [stencil]
  rw [Finset.sum_congr rfl hterm, Finset.sum_comm]
  simp only [← Finset.mul_sum, weight_moment]
  -- only the moments j = 0 and j = r survive
  rw [Finset.sum_range_succ, Finset.sum_eq_single_of_mem 0 (Finset.mem_range.2 hr)
    (fun j hj hj0 => by
      rw [altSum_mid j r (by omega) (Finset.mem_range.1 hj)]; ring),
    altSum_zero hr, c, altSum_top hr, htop, hq2]
  simp only [mul_zero, zero_add, pow_zero]
  ring
```

Here `ℝ[X]` is the type of real polynomials, `p.natDegree` the degree, `p.eval y` the value p(y), and `p.coeff k` the coefficient of X^k. For r ≥ 1, h ≠ 0 and degree at most 2r+2, the theorem says

stencil value = p''(x) + 2(-1)^(r+1) (r!)² h^(2r) a,

where a is the coefficient of X^(2r+2) in p.

By hand, expand about x: p(x+y) = Σ q_k y^k, with q_0 = p(x), 2q_2 = p''(x) and q_(2r+2) = a. These are `hq0`, `hq2` and `htop` in the proof. By the cancellation of odd powers,

p(x+mh) - 2p(x) + p(x-mh) = 2 Σ_{j=0..r} q_(2j+2) (mh)^(2j+2).

Multiply by c_m/h², sum over m and exchange the two sums (`Finset.sum_comm`):

stencil value = Σ_{j=0..r} 2 q_(2j+2) h^(2j) Σ_{m=1..r} c_m m^(2j+2).

Only j = 0 and j = r survive. They give 2q_2 = p''(x) and the stated error.

```lean
/-- For `r ≥ 1` and `h ≠ 0` the stencil gives the exact second derivative of every real
polynomial of degree at most `2r + 1`. -/
theorem stencil_exact {r : ℕ} (hr : 1 ≤ r) {h : ℝ} (hh : h ≠ 0) (p : ℝ[X])
    (hp : p.natDegree ≤ 2 * r + 1) (x : ℝ) :
    stencil (weight r) r h (fun y => p.eval y) x = (derivative (derivative p)).eval x := by
  rw [stencil_error hr hh p (by omega) x, coeff_eq_zero_of_natDegree_lt (by omega)]
  ring
```

If the degree is at most 2r+1, then a = 0 and the stencil returns p''(x) exactly, at every x and for every nonzero h. At degree exactly 2r+2, a is nonzero and so is the error.

For r = 2 the weights are

c_1 = 2·4/(1·1!·3!) = 4/3,  c_2 = -2·4/(4·0!·4!) = -1/12.

Take p(y) = y⁴, x = 1, h = 1. The symmetric differences are 16 - 2 + 0 = 14 and 81 - 2 + 1 = 80, so the stencil gives

(4/3)·14 - (1/12)·80 = 12 = p''(1).

For p(y) = y⁶ at x = 0, again with h = 1, the differences are 2 and 128. The stencil gives 8/3 - 32/3 = -8, whereas p''(0) = 0; the error formula gives -2·(2!)² = -8.

## No other symmetric weights

```lean
/-- For `h ≠ 0`, weights whose stencil gives the exact second derivative at the origin for all
real polynomials of degree at most `2r` are the weights `c_m`, `1 ≤ m ≤ r`. -/
theorem weight_unique {r : ℕ} {h : ℝ} (hh : h ≠ 0) (w : ℕ → ℝ)
    (hw : ∀ p : ℝ[X], p.natDegree ≤ 2 * r →
      stencil w r h (fun y => p.eval y) 0 = (derivative (derivative p)).eval 0)
    {m : ℕ} (hm : m ∈ Finset.Icc 1 r) : w m = weight r m := by
  have hm' := Finset.mem_Icc.1 hm
  -- P vanishes at all stencil points except ±mh
  obtain ⟨P, hP⟩ : ∃ P : ℝ[X], P = X ^ 2 *
      ∏ j ∈ (Finset.Icc 1 r).erase m, (X ^ 2 - C (((j : ℝ) * h) ^ 2)) := ⟨_, rfl⟩
  have hdeg : P.natDegree ≤ 2 * r := by
    have h1 := natDegree_prod_le ((Finset.Icc 1 r).erase m)
      (fun j : ℕ => (X ^ 2 - C (((j : ℝ) * h) ^ 2) : ℝ[X]))
    simp only [natDegree_X_pow_sub_C, Finset.sum_const, Finset.card_erase_of_mem hm,
      Nat.card_Icc, smul_eq_mul] at h1
    have h2 := natDegree_mul_le (p := (X ^ 2 : ℝ[X]))
      (q := ∏ j ∈ (Finset.Icc 1 r).erase m, (X ^ 2 - C (((j : ℝ) * h) ^ 2)))
    rw [← hP, natDegree_X_pow] at h2
    omega
  have hval : ∀ y, P.eval y =
      y ^ 2 * ∏ j ∈ (Finset.Icc 1 r).erase m, (y ^ 2 - ((j : ℝ) * h) ^ 2) := by
    intro y
    rw [hP, eval_mul, eval_prod]
    simp only [eval_sub, eval_pow, eval_X, eval_C]
  have hneg : ∀ y, P.eval (-y) = P.eval y := by
    intro y
    rw [hval, hval, neg_sq]
  have hzero : P.eval 0 = 0 := by
    rw [hval]
    ring
  have hroot : ∀ i ∈ Finset.Icc 1 r, i ≠ m → P.eval ((i : ℝ) * h) = 0 := by
    intro i hi him
    rw [hval, Finset.prod_eq_zero (Finset.mem_erase.2 ⟨him, hi⟩) (sub_self _), mul_zero]
  have hne : P.eval ((m : ℝ) * h) ≠ 0 := by
    have m0 : (0 : ℝ) < m := by exact_mod_cast hm'.1
    rw [hval]
    refine mul_ne_zero (pow_ne_zero 2 (mul_ne_zero m0.ne' hh))
      (Finset.prod_ne_zero_iff.2 fun j hj => ?_)
    have hjm : (m : ℝ) - j ≠ 0 :=
      sub_ne_zero.2 (by exact_mod_cast (Finset.mem_erase.1 hj).1.symm)
    have hs : (m : ℝ) + j ≠ 0 := by positivity
    rw [show ((m : ℝ) * h) ^ 2 - ((j : ℝ) * h) ^ 2 = (m - j) * (m + j) * h ^ 2 by ring]
    exact mul_ne_zero (mul_ne_zero hjm hs) (pow_ne_zero 2 hh)
  have hs : ∀ v : ℕ → ℝ, stencil v r h (fun y => P.eval y) 0 =
      v m * (2 * P.eval ((m : ℝ) * h) / h ^ 2) := by
    intro v
    simp only [stencil, zero_add, zero_sub, hneg, hzero]
    rw [Finset.sum_eq_single_of_mem m hm
      (fun i hi him => by rw [hroot i hi him]; ring)]
    ring
  have e := (hw P hdeg).trans
    (stencil_exact (hm'.1.trans hm'.2) hh P (by omega) 0).symm
  rw [hs, hs] at e
  exact mul_right_cancel₀
    (div_ne_zero (mul_ne_zero two_ne_zero hne) (pow_ne_zero 2 hh)) e

end

end LaplacianWeights
```

Suppose weights w, used in the same symmetric stencil with h ≠ 0, are exact at the origin for all polynomials of degree at most 2r. Then w_m = c_m for every m from 1 to r.

To isolate one weight, fix m and take

P(y) = y² Π_{j≠m} (y² - (jh)²),

with j running over the other integers from 1 to r. P is even, has degree 2r, and vanishes at every stencil point except ±mh. There

P(mh) = (mh)² Π_{j≠m} (m-j)(m+j)h² ≠ 0.

For any weights v, the stencil at the origin therefore reduces to 2 v_m P(mh)/h², which is `hs`. Both w and c give P''(0), the first by assumption and the second by `stencil_exact`. Cancelling the nonzero factor 2P(mh)/h² leaves w_m = c_m.

```lean
#print axioms LaplacianWeights.weight_unique
-- 'LaplacianWeights.weight_unique' depends on axioms: [propext, Classical.choice, Quot.sound]
```
